# The Dirac hydrogenic 1s energy to leading relativistic order, with an error bound for aZ ≤ 1

Let $a>0$ be the fine-structure constant (usually written $\alpha$) and $Z>0$ the nuclear charge, with $aZ\le 1$. In atomic units, measured from the rest energy, the point-nucleus Dirac 1s energy $E=(\sqrt{1-a^2Z^2}-1)/a^2$ satisfies

$$\left|E+\frac{Z^2}{2}+\frac{a^2Z^4}{8}\right|\le\frac38\,a^4Z^6,$$

with equality exactly when $aZ=1$.

## A 1s electron in a Coulomb field

The nonrelativistic 1s energy is $-Z^2/2$, and the leading relativistic correction is $-a^2Z^4/8$. Within the Dirac model of one electron and a fixed point nucleus, the bound limits the error made by stopping there. It doesn't cover radiative shifts, which in hydrogen are larger than this bound.

The speed of light is $1/a$. For $\kappa=-1$ and potential $-Z/r$, the large and small radial components $P$ and $Q$, each including a factor $r$, obey

$$P'=\frac Pr+\left(\frac2a+a\Big(E+\frac Zr\Big)\right)Q,\qquad Q'=-\frac Qr-a\Big(E+\frac Zr\Big)P.$$

Put $\gamma=\sqrt{1-a^2Z^2}$, so that $0\le\gamma<1$, and try $P=r^\gamma e^{-Zr}$, $Q=qP$ with $q=(\gamma-1)/(aZ)$. Since $P'=(\gamma/r-Z)P$, matching the coefficients of $1/r$ and $1$ gives four conditions:

- first equation: $\gamma=1+qaZ$ and $-Z=q(2/a+aE)$;
- second equation: $q(\gamma+1)=-aZ$ and $qZ=aE$.

All four follow from $a^2E=\gamma-1$ and $\gamma^2-1=-a^2Z^2$. For instance, $2/a+aE=(\gamma+1)/a$, so $q(2/a+aE)=(\gamma^2-1)/(a^2Z)=-Z$.

The density $P^2+Q^2=(1+q^2)\,r^{2\gamma}e^{-2Zr}$ is integrable on $r>0$. Since $1+q^2=2/(1+\gamma)$, the normalised components are $NP$ and $NQ$ with

$$N^2=\frac{(1+\gamma)(2Z)^{2\gamma+1}}{2\,\Gamma(2\gamma+1)}.$$

## The remainder in terms of γ

Write $R=E+Z^2/2+a^2Z^4/8$. Substituting $a^2Z^2=1-\gamma^2$,

$$\begin{aligned}8a^2R&=8(\gamma-1)+4(1-\gamma^2)+(1-\gamma^2)^2\\&=(1-\gamma)^2\left[(1+\gamma)^2-4\right]\\&=-(1-\gamma)^3(3+\gamma).\end{aligned}$$

Also $a^6Z^6=(1-\gamma)^3(1+\gamma)^3$. It remains to compare $3+\gamma$ with $(1+\gamma)^3$:

$$3(1+\gamma)^3-(3+\gamma)=8\gamma+9\gamma^2+3\gamma^3\ge0,$$
$$2(3+\gamma)-(1+\gamma)^3=(1-\gamma)(5+4\gamma+\gamma^2)\ge0.$$

Multiplying by $(1-\gamma)^3$ and dividing by the appropriate powers of $a$ and constants gives

$$-\tfrac38a^4Z^6\le R\le-\tfrac1{16}a^4Z^6.$$

The Dirac energy therefore lies below the approximation. Equality on the left requires $8\gamma+9\gamma^2+3\gamma^3=0$, hence $\gamma=0$ and $aZ=1$. Conversely, $\gamma=0$ gives $R=-3/(8a^2)=-\tfrac38a^4Z^6$.

## What the Lean statements say

`diracGamma` is $\gamma$ and `diracEnergy` is $E$. Both `a` and `Z` are arbitrary positive reals, so neither the measured value of the constant nor an integer charge is assumed. `SolvesRadialDirac` states the two radial equations at every $r>0$, including differentiability; `largeComp` and `smallComp` are the unnormalised $P$ and $Q$. The sign of $Q$ follows from this form of the equations and differs in some textbooks.

`dirac_1s_solution` ties the energy formula to an integrable solution. It does not construct a self-adjoint Hamiltonian or identify the solution as its ground state. For $\sqrt3/2<aZ<1$, integrability alone does not select this energy: solutions behaving as $r^{-\gamma}$ at the nucleus are square integrable too, and the usual 1s state is the one that behaves as $r^{\gamma}$. The step to a measured core level is also left open: there, other electrons, nuclear size and radiative effects shift the energy.

```lean
import Mathlib

open Set MeasureTheory

namespace DiracCoreLevel

noncomputable section

/-- The exponent `γ = √(1 - a²Z²)` of the Dirac 1s radial function, for fine-structure
constant `a` and nuclear charge `Z` with `a²Z² ≤ 1`. -/
def diracGamma (a Z : ℝ) : ℝ := √(1 - a ^ 2 * Z ^ 2)

/-- The Dirac hydrogenic 1s energy in atomic units, measured from the rest energy, for `a, Z > 0`
and `aZ ≤ 1`. -/
def diracEnergy (a Z : ℝ) : ℝ := (diracGamma a Z - 1) / a ^ 2

/-- The radial Dirac equations with `κ = -1` in the Coulomb potential `-Z/r`, at energy `E`
relative to the rest energy, for `a ≠ 0` and all radii `r > 0` (the speed of light is `1/a`). -/
def SolvesRadialDirac (a Z E : ℝ) (P Q : ℝ → ℝ) : Prop :=
  ∀ r : ℝ, 0 < r →
    HasDerivAt P (P r / r + (2 / a + a * (E + Z / r)) * Q r) r ∧
    HasDerivAt Q (-(Q r) / r - a * (E + Z / r) * P r) r

/-- The large radial component `r^γ exp(-Zr)` of the 1s state, not normalised, for `a, Z > 0`,
`aZ ≤ 1` and `r > 0`. -/
def largeComp (a Z r : ℝ) : ℝ := r ^ diracGamma a Z * Real.exp (-Z * r)

/-- The small radial component of the 1s state, a fixed multiple of the large one, for `a, Z > 0`,
`aZ ≤ 1` and `r > 0`. -/
def smallComp (a Z r : ℝ) : ℝ := (diracGamma a Z - 1) / (a * Z) * largeComp a Z r

/-- For `a, Z > 0` and `aZ ≤ 1` the exponent satisfies `γ² = 1 - a²Z²` and `0 ≤ γ < 1`. -/
theorem diracGamma_spec {a Z : ℝ} (ha : 0 < a) (hZ : 0 < Z) (h : a * Z ≤ 1) :
    diracGamma a Z ^ 2 = 1 - a ^ 2 * Z ^ 2 ∧ 0 ≤ diracGamma a Z ∧ diracGamma a Z < 1 := by
  have hpos : 0 < a * Z := mul_pos ha hZ
  have h0 : 0 ≤ 1 - a ^ 2 * Z ^ 2 := by nlinarith
  have hsq : diracGamma a Z ^ 2 = 1 - a ^ 2 * Z ^ 2 := Real.sq_sqrt h0
  have hx : 0 < a ^ 2 * Z ^ 2 := by positivity
  exact ⟨hsq, Real.sqrt_nonneg _, by nlinarith⟩

/-- For `a, Z > 0` and `aZ ≤ 1` the 1s components solve the radial Dirac equations at the
energy `diracEnergy a Z`, and their radial density is integrable. -/
theorem dirac_1s_solution {a Z : ℝ} (ha : 0 < a) (hZ : 0 < Z) (h : a * Z ≤ 1) :
    SolvesRadialDirac a Z (diracEnergy a Z) (largeComp a Z) (smallComp a Z) ∧
    IntegrableOn (fun r => largeComp a Z r ^ 2 + smallComp a Z r ^ 2) (Ioi 0) := by
  obtain ⟨hg, hg0, -⟩ := diracGamma_spec ha hZ h
  have haZ : a * Z ≠ 0 := (mul_pos ha hZ).ne'
  obtain ⟨q, hq⟩ : ∃ q, q = (diracGamma a Z - 1) / (a * Z) := ⟨_, rfl⟩
  have hs : ∀ r, smallComp a Z r = q * largeComp a Z r := by
    intro r
    rw [hq]
    rfl
  constructor
  · -- relations between the component ratio, the exponent and the energy
    have hE : a ^ 2 * diracEnergy a Z = diracGamma a Z - 1 := by
      unfold diracEnergy
      field_simp
    have hq1 : q * (a * Z) = diracGamma a Z - 1 := by
      rw [hq, div_mul_cancel₀ _ haZ]
    have hq3 : q * (diracGamma a Z + 1) = -(a * Z) := by
      rw [hq, div_mul_eq_mul_div, div_eq_iff haZ]
      linear_combination hg
    have hq4 : q * Z = a * diracEnergy a Z := by
      apply mul_left_cancel₀ ha.ne'
      linear_combination hq1 - hE
    have hq2 : q * (2 / a + a * diracEnergy a Z) = -Z := by
      have e : 2 / a + a * diracEnergy a Z = (diracGamma a Z + 1) / a := by
        rw [eq_div_iff ha.ne', add_mul, div_mul_cancel₀ _ ha.ne']
        linear_combination hE
      rw [e, ← mul_div_assoc, hq3, div_eq_iff ha.ne']
      ring
    intro r hr
    -- derivative of the large component, as a multiple of that component
    have hP : HasDerivAt (largeComp a Z)
        ((diracGamma a Z / r - Z) * largeComp a Z r) r := by
      have h1 := Real.hasDerivAt_rpow_const (x := r) (p := diracGamma a Z) (Or.inl hr.ne')
      have h2 : HasDerivAt (fun x : ℝ => Real.exp (-Z * x)) (Real.exp (-Z * r) * (-Z)) r := by
        simpa using ((hasDerivAt_id' r).const_mul (-Z)).exp
      refine (h1.fun_mul h2).congr_deriv ?_
      rw [Real.rpow_sub_one hr.ne']
      simp only [largeComp]
      ring
    have hQ : HasDerivAt (smallComp a Z)
        (q * ((diracGamma a Z / r - Z) * largeComp a Z r)) r := by
      rw [funext hs]
      exact hP.const_mul q
    constructor
    · refine hP.congr_deriv ?_
      rw [hs]
      linear_combination (-largeComp a Z r) * hq2 - largeComp a Z r / r * hq1
    · refine hQ.congr_deriv ?_
      rw [hs]
      linear_combination largeComp a Z r / r * hq3 - largeComp a Z r * hq4
  · -- the density is a multiple of `r^(2γ) exp(-2Zr)`
    have hi := integrableOn_rpow_mul_exp_neg_mul_rpow (p := 1) (s := 2 * diracGamma a Z)
      (b := 2 * Z) (by linarith) one_pos (by linarith)
    have hc : IntegrableOn (fun r : ℝ => (1 + q ^ 2) *
        (r ^ (2 * diracGamma a Z) * Real.exp (-(2 * Z) * r ^ (1 : ℝ)))) (Ioi 0) :=
      Integrable.const_mul hi _
    refine hc.congr_fun ?_ measurableSet_Ioi
    intro r hr
    have hr' : 0 < r := hr
    have e1 : r ^ (2 * diracGamma a Z) = r ^ diracGamma a Z * r ^ diracGamma a Z := by
      rw [two_mul, Real.rpow_add hr']
    have e2 : Real.exp (-(2 * Z) * r) = Real.exp (-Z * r) * Real.exp (-Z * r) := by
      rw [← Real.exp_add]
      congr 1
      ring
    simp only [hs, Real.rpow_one, e1, e2, largeComp]
    ring

/-- For `a, Z > 0` and `aZ ≤ 1`, the exact remainder after the nonrelativistic energy and the
leading relativistic correction, expressed through `γ`. -/
theorem remainder_identity {a Z : ℝ} (ha : 0 < a) (hZ : 0 < Z) (h : a * Z ≤ 1) :
    8 * a ^ 2 * (diracEnergy a Z + Z ^ 2 / 2 + a ^ 2 * Z ^ 4 / 8) =
      -((1 - diracGamma a Z) ^ 3 * (3 + diracGamma a Z)) := by
  obtain ⟨hg, -, -⟩ := diracGamma_spec ha hZ h
  have hE : a ^ 2 * diracEnergy a Z = diracGamma a Z - 1 := by
    unfold diracEnergy
    field_simp
  linear_combination 8 * hE + (5 + a ^ 2 * Z ^ 2 - diracGamma a Z ^ 2) * hg

/-- For `a, Z > 0` and `aZ ≤ 1`, the sixth power of `aZ` expressed through `γ`. -/
theorem coupling_pow_six {a Z : ℝ} (ha : 0 < a) (hZ : 0 < Z) (h : a * Z ≤ 1) :
    a ^ 2 * (a ^ 4 * Z ^ 6) = (1 - diracGamma a Z) ^ 3 * (1 + diracGamma a Z) ^ 3 := by
  obtain ⟨hg, -, -⟩ := diracGamma_spec ha hZ h
  have e : a ^ 2 * Z ^ 2 = (1 - diracGamma a Z) * (1 + diracGamma a Z) := by
    linear_combination hg
  calc a ^ 2 * (a ^ 4 * Z ^ 6) = (a ^ 2 * Z ^ 2) ^ 3 := by ring
    _ = _ := by rw [e, mul_pow]

/-- For `a, Z > 0` and `aZ ≤ 1`, the Dirac 1s energy lies below its leading relativistic
approximation by at least `a⁴Z⁶/16` and at most `3a⁴Z⁶/8`. -/
theorem remainder_two_sided {a Z : ℝ} (ha : 0 < a) (hZ : 0 < Z) (h : a * Z ≤ 1) :
    -(3 / 8 * a ^ 4 * Z ^ 6) ≤ diracEnergy a Z + Z ^ 2 / 2 + a ^ 2 * Z ^ 4 / 8 ∧
    diracEnergy a Z + Z ^ 2 / 2 + a ^ 2 * Z ^ 4 / 8 ≤ -(1 / 16 * a ^ 4 * Z ^ 6) := by
  obtain ⟨-, hg0, hg1⟩ := diracGamma_spec ha hZ h
  have hrem := remainder_identity ha hZ h
  have hx := coupling_pow_six ha hZ h
  have ha2 : 0 < a ^ 2 := by positivity
  set g := diracGamma a Z
  have ht : 0 ≤ 1 - g := by linarith
  -- compare `3 + γ` with `(1 + γ)³` from both sides
  have h1 : 0 ≤ (1 - g) ^ 3 * (8 * g + 9 * g ^ 2 + 3 * g ^ 3) := by positivity
  have h2 : 0 ≤ (1 - g) ^ 3 * ((1 - g) * (5 + 4 * g + g ^ 2)) := by positivity
  constructor
  · refine le_of_mul_le_mul_left ?_ ha2
    linarith
  · refine le_of_mul_le_mul_left ?_ ha2
    linarith

/-- For `a, Z > 0` and `aZ ≤ 1`, the Dirac 1s energy equals `-Z²/2 - a²Z⁴/8` up to an error
of at most `3a⁴Z⁶/8`. -/
theorem dirac_1s_leading_correction {a Z : ℝ} (ha : 0 < a) (hZ : 0 < Z) (h : a * Z ≤ 1) :
    |diracEnergy a Z + Z ^ 2 / 2 + a ^ 2 * Z ^ 4 / 8| ≤ 3 / 8 * a ^ 4 * Z ^ 6 := by
  obtain ⟨hl, hu⟩ := remainder_two_sided ha hZ h
  have hp : 0 < a ^ 4 * Z ^ 6 := by positivity
  exact abs_le.mpr ⟨hl, by linarith⟩

/-- For `a, Z > 0` and `aZ ≤ 1`, the error bound is attained exactly at `aZ = 1`. -/
theorem error_bound_attained_iff {a Z : ℝ} (ha : 0 < a) (hZ : 0 < Z) (h : a * Z ≤ 1) :
    |diracEnergy a Z + Z ^ 2 / 2 + a ^ 2 * Z ^ 4 / 8| = 3 / 8 * a ^ 4 * Z ^ 6 ↔
      a * Z = 1 := by
  obtain ⟨hg, hg0, hg1⟩ := diracGamma_spec ha hZ h
  have hrem := remainder_identity ha hZ h
  have hx := coupling_pow_six ha hZ h
  have hu := (remainder_two_sided ha hZ h).2
  have hp : 0 < a ^ 4 * Z ^ 6 := by positivity
  have ha2 : a ^ 2 ≠ 0 := by positivity
  rw [abs_of_nonpos (by linarith)]
  set g := diracGamma a Z
  constructor
  · intro heq
    -- equality leaves a product whose first factor is positive
    have hprod : (1 - g) ^ 3 * (8 * g + 9 * g ^ 2 + 3 * g ^ 3) = 0 := by
      linear_combination (-8 * a ^ 2) * heq - hrem - 3 * hx
    have ht : (1 - g) ^ 3 ≠ 0 := pow_ne_zero 3 (by linarith)
    have hz := (mul_eq_zero.mp hprod).resolve_left ht
    have hg2 : 0 ≤ g ^ 2 := by positivity
    have hg3 : 0 ≤ g ^ 3 := by positivity
    have hgz : g = 0 := by linarith
    rw [hgz] at hg
    have hpos : 0 < a * Z := mul_pos ha hZ
    nlinarith
  · intro heq
    have hgz : g = 0 := by
      have e : g ^ 2 = 0 := by
        rw [hg, ← mul_pow, heq]
        norm_num
      exact pow_eq_zero_iff (two_ne_zero) |>.mp e
    rw [hgz] at hrem hx
    apply mul_left_cancel₀ ha2
    linear_combination (-1 / 8) * hrem - 3 / 8 * hx

end

end DiracCoreLevel
```

```lean
#print axioms DiracCoreLevel.dirac_1s_solution
#print axioms DiracCoreLevel.dirac_1s_leading_correction
#print axioms DiracCoreLevel.error_bound_attained_iff
```

```
'DiracCoreLevel.dirac_1s_solution' depends on axioms: [propext, Classical.choice, Quot.sound]
'DiracCoreLevel.dirac_1s_leading_correction' depends on axioms: [propext, Classical.choice, Quot.sound]
'DiracCoreLevel.error_bound_attained_iff' depends on axioms: [propext, Classical.choice, Quot.sound]
```

## From the radial equations to the bound

`diracGamma_spec` supplies $\gamma^2=1-a^2Z^2$ and $0\le\gamma<1$. In `dirac_1s_solution`, `hq1` to `hq4` are the four coefficient conditions, and `hP` is the derivative of $P$ from the product rule. `linear_combination` then assembles each radial equation. Integrability comes from Mathlib's result for a power times an exponential, applied with exponent $2\gamma>-1$.

`remainder_identity` and `coupling_pow_six` are the two formulas in $\gamma$. In `remainder_two_sided`, `h1` and `h2` are the polynomial comparisons already multiplied by $(1-\gamma)^3$; `linarith` combines them with those formulas after both sides are multiplied by $a^2$. `dirac_1s_leading_correction` turns the two-sided estimate into the absolute bound.

For `error_bound_attained_iff`, the remainder is nonpositive, so the absolute value becomes a minus sign. Equality makes the product in `hprod` vanish; its first factor is nonzero, which forces $\gamma=0$. The converse substitutes $\gamma=0$ into the same two formulas.
